# A jump in the one-vector Cholesky approximation of a two-by-two matrix at a change of pivot

For real $c$ with $|c|<1$, let

$$M(t)=\begin{pmatrix}1+t & c\\ c & 1-t\end{pmatrix},$$

with rows and columns numbered 0 and 1. Approximate $M(t)$ by a single Cholesky vector, always pivoting on a largest diagonal element. The $(0,0)$ entry of the approximation then tends to $1$ as $t\to0^+$ and to $c^2$ as $t\to0^-$, so it is discontinuous at $t=0$. The jump $1-c^2$ equals the residual diagonal element that pivot 1 discards at $t=0$. This holds whichever pivot is chosen at the tie.

## Two charge distributions whose self-repulsions cross

In a Gaussian basis, the two-electron integrals form a positive semidefinite matrix indexed by products of basis functions. Its diagonal elements are the self-repulsions of these products. A truncated pivoted Cholesky decomposition approximates the matrix by fewer vectors than it has columns. Each vector is built from what the earlier ones have left of the matrix, using the column with the largest remaining diagonal element.

The matrix $M(t)$ is a model of two such products. The parameter $t$ stands for a geometry coordinate along which the two self-repulsions cross, and $c$ is the repulsion between the two products. The condition $|c|<1$ says that they are linearly independent at the crossing, where both self-repulsions are 1. The matrix is positive definite for $t^2+c^2<1$, hence in a neighbourhood of $t=0$.

For a pivot $p$ with $M_{pp}>0$, the Cholesky vector, the approximation and the residual are

$$L_i=\frac{M_{ip}}{\sqrt{M_{pp}}},\qquad A^{(p)}_{ij}=L_iL_j=\frac{M_{ip}M_{jp}}{M_{pp}},\qquad R^{(p)}=M-A^{(p)}.$$

In this two-product, one-vector model, a smooth change of the integrals produces a jump in the approximated integrals. A jump of this kind can carry over to a potential energy curve computed from truncated Cholesky vectors.

## The theorem in words

The main theorem is `pivoted_cholesky_discontinuous`. Its objects correspond to the physics as follows.

- `pairMatrix c t` is $M(t)$, with indices in `Fin 2`. The comments in the code call product 0 the first function and product 1 the second.
- `choleskyVector M p`, `oneVector M p` and `residual M p` are $L$, $A^{(p)}$ and $R^{(p)}$.
- `k : ℝ → Fin 2` is the pivot rule, which assigns a pivot to each $t$.
- `IsLargestDiagonal M p` says that no diagonal element exceeds $M_{pp}$. Ties are allowed, so the hypothesis `hk` leaves $k(0)$ free.
- `𝓝[>] 0` and `𝓝[<] 0` denote approach to zero from the right and from the left.

The hypotheses are `hc`, which is $|c|<1$, and `hk`, which requires a largest-diagonal pivot at every $t$. The conclusion has four parts: the limit from the right, the limit from the left, the identity $1-c^2=R^{(1)}_{00}$ at $t=0$, and the failure of continuity there.

The theorem concerns one matrix entry and one Cholesky vector. Decompositions with several vectors, stopping thresholds and energies do not enter, and the linear dependence of the diagonal on $t$ is prescribed, not obtained from integrals.

## The two one-sided limits

For $t>0$ we have $1+t>1-t$, so the pivot must be 0. Then

$$L=\left(\sqrt{1+t},\ \frac{c}{\sqrt{1+t}}\right),\qquad A^{(0)}_{00}=1+t\ \longrightarrow\ 1 .$$

For $t<0$ the pivot must be 1. Then

$$L=\left(\frac{c}{\sqrt{1-t}},\ \sqrt{1-t}\right),\qquad A^{(1)}_{00}=\frac{c^2}{1-t}\ \longrightarrow\ c^2 .$$

At $t=0$, pivot 1 leaves the residual

$$R^{(1)}_{00}=M_{00}-\frac{M_{01}^2}{M_{11}}=1-c^2,$$

which is the difference of the two limits. If the entry were continuous at 0, both limits would equal its value there, and $c^2=1$ would follow. This contradicts $|c|<1$.

## The jump for a general matrix family

The same argument works for a family $M(t)$ of any size whose entries are continuous at $t_0$. Suppose that position $q$ carries the strictly largest diagonal element just before $t_0$, that position $p$ does so just after, and that $M_{qq}(t_0)>0$.

Just after $t_0$ we have $M_{qq}(t)\le M_{pp}(t)$. In the limit $M_{qq}(t_0)\le M_{pp}(t_0)$, so $M_{pp}(t_0)$ is positive too. With a fixed positive pivot, $A_{pp}$ is built from continuous entries by square root, quotient and product, and is therefore continuous at $t_0$. On the right the pivot is $p$, and the limit is

$$A^{(p)}_{pp}(t_0)=\frac{M_{pp}(t_0)^2}{M_{pp}(t_0)}=M_{pp}(t_0).$$

On the left the pivot is $q$, and the limit is

$$A^{(q)}_{pp}(t_0)=M_{pp}(t_0)-R^{(q)}_{pp}(t_0).$$

The jump is the residual diagonal of $p$ after pivoting on $q$. This is `jump_at_pivot_change`; the two-by-two result is the case $p=0$, $q=1$, $t_0=0$.

## The residual trace stays continuous

We return to the two-by-two matrix $M(t)$. The pivot's own residual diagonal element vanishes, so the trace of the residual is the other one:

$$\operatorname{tr}R^{(0)}=1-t-\frac{c^2}{1+t}\quad(t\ge0),\qquad
\operatorname{tr}R^{(1)}=1+t-\frac{c^2}{1-t}\quad(t\le0).$$

Both cases are contained in

$$\operatorname{tr}R=1-|t|-\frac{c^2}{1+|t|},$$

which is continuous in $t$. At the crossing the discarded amount $1-c^2$ moves from one diagonal position to the other while its size stays the same. Where $M(t)$ is positive semidefinite, this trace measures the total error of the approximation. It does not jump at $t=0$; for $|c|<1$ it has a kink there, where its slope changes from $1-c^2$ to $-(1-c^2)$.

## Uncoupled and nearly dependent products

For $c=0$ the jump has its largest value, 1: the single vector describes only the product that carries the pivot, and the other is lost entirely. As $|c|\to1$ the jump $1-c^2$ tends to zero. At $|c|=1$ the matrix $M(0)$ has rank one, and a single vector reproduces it exactly with either pivot.

## The Lean file

```lean
import Mathlib

open Filter Topology

namespace CholeskyPivotJump

noncomputable section

variable {n : Type*}

/-- The Cholesky vector of the pivot `p`: column `p` divided by the square root of the
pivot diagonal element, for `M p p > 0`. -/
def choleskyVector (M : Matrix n n ℝ) (p : n) : n → ℝ :=
  fun i => M i p / √(M p p)

/-- The one-vector Cholesky approximation `L Lᵀ` with pivot `p`, for `M p p > 0`. -/
def oneVector (M : Matrix n n ℝ) (p : n) : Matrix n n ℝ :=
  Matrix.of fun i j => choleskyVector M p i * choleskyVector M p j

/-- The residual: what the one-vector approximation with pivot `p` discards,
for `M p p > 0`. -/
def residual (M : Matrix n n ℝ) (p : n) : Matrix n n ℝ :=
  M - oneVector M p

/-- The position `p` carries a largest diagonal element of `M`; ties are allowed. -/
def IsLargestDiagonal (M : Matrix n n ℝ) (p : n) : Prop :=
  ∀ i, M i i ≤ M p p

/-- The two-function matrix with diagonal `1 + t`, `1 - t` and off-diagonal element `c`. -/
def pairMatrix (c t : ℝ) : Matrix (Fin 2) (Fin 2) ℝ :=
  !![1 + t, c; c, 1 - t]

/-- For a positive pivot, the approximation times the pivot element is the product of
two elements of the pivot column. -/
theorem pivot_mul_oneVector {M : Matrix n n ℝ} {p : n} (hp : 0 < M p p) (i j : n) :
    M p p * oneVector M p i j = M i p * M j p := by
  have hne : M p p ≠ 0 := hp.ne'
  simp only [oneVector, choleskyVector, Matrix.of_apply]
  rw [div_mul_div_comm, Real.mul_self_sqrt hp.le]
  field_simp

/-- A positive pivot diagonal element is reproduced exactly. -/
theorem oneVector_pivot {M : Matrix n n ℝ} {p : n} (hp : 0 < M p p) :
    oneVector M p p p = M p p :=
  mul_left_cancel₀ hp.ne' (pivot_mul_oneVector hp p p)

/-- Let the elements of `M t` be continuous at `t₀`, and let `t` approach `t₀` in a way
that keeps `p` the strictly largest diagonal position. If `M t₀ p p > 0`, the approximation
pivoted on the largest diagonal tends to the one with pivot `p` at `t₀`. -/
theorem tendsto_oneVector {M : ℝ → Matrix n n ℝ} {k : ℝ → n} {t₀ : ℝ} {p : n}
    {l : Filter ℝ} (hl : l ≤ 𝓝 t₀)
    (hM : ∀ i j, ContinuousAt (fun t => M t i j) t₀)
    (hk : ∀ t, IsLargestDiagonal (M t) (k t)) (hp : 0 < M t₀ p p)
    (hmax : ∀ᶠ t in l, ∀ i, i ≠ p → M t i i < M t p p) (i j : n) :
    Tendsto (fun t => oneVector (M t) (k t) i j) l (𝓝 (oneVector (M t₀) p i j)) := by
  have entry : ∀ a b, Tendsto (fun t => M t a b) l (𝓝 (M t₀ a b)) :=
    fun a b => (hM a b).tendsto.mono_left hl
  have hs : √(M t₀ p p) ≠ 0 := (Real.sqrt_pos.2 hp).ne'
  have hroot : Tendsto (fun t => √(M t p p)) l (𝓝 (√(M t₀ p p))) :=
    (Real.continuous_sqrt.tendsto _).comp (entry p p)
  -- with the pivot held fixed, the approximation is continuous
  have hfix : Tendsto (fun t => oneVector (M t) p i j) l (𝓝 (oneVector (M t₀) p i j)) :=
    ((entry i p).div hroot hs).mul ((entry j p).div hroot hs)
  refine hfix.congr' ?_
  filter_upwards [hmax] with t ht
  -- the strict maximum leaves the rule no choice
  have hkt : k t = p := by
    by_contra h
    have h1 : M t p p ≤ M t (k t) (k t) := hk t p
    linarith [ht _ h]
  rw [hkt]

/-- Let the elements of `M t` be continuous at `t₀`, with the strictly largest diagonal position `q`
just before `t₀` and `p` just after, and `M t₀ q q > 0`. Then the `(p, p)` entry of the
approximation pivoted on a largest diagonal element tends to `M t₀ p p` from the right, and from the
left to that value minus the residual diagonal of `p` after pivoting on `q`. -/
theorem jump_at_pivot_change {M : ℝ → Matrix n n ℝ} {k : ℝ → n} {t₀ : ℝ} {p q : n}
    (hM : ∀ i j, ContinuousAt (fun t => M t i j) t₀)
    (hk : ∀ t, IsLargestDiagonal (M t) (k t)) (hq : 0 < M t₀ q q)
    (hright : ∀ᶠ t in 𝓝[>] t₀, ∀ i, i ≠ p → M t i i < M t p p)
    (hleft : ∀ᶠ t in 𝓝[<] t₀, ∀ i, i ≠ q → M t i i < M t q q) :
    Tendsto (fun t => oneVector (M t) (k t) p p) (𝓝[>] t₀) (𝓝 (M t₀ p p)) ∧
    Tendsto (fun t => oneVector (M t) (k t) p p) (𝓝[<] t₀)
      (𝓝 (M t₀ p p - residual (M t₀) q p p)) := by
  -- the new pivot is positive at the crossing as well
  have hqp : M t₀ q q ≤ M t₀ p p := by
    have h1 : Tendsto (fun t => M t q q) (𝓝[>] t₀) (𝓝 (M t₀ q q)) :=
      (hM q q).tendsto.mono_left nhdsWithin_le_nhds
    have h2 : Tendsto (fun t => M t p p) (𝓝[>] t₀) (𝓝 (M t₀ p p)) :=
      (hM p p).tendsto.mono_left nhdsWithin_le_nhds
    refine le_of_tendsto_of_tendsto h1 h2 ?_
    filter_upwards [hright] with t ht
    by_cases h : q = p
    · subst h
      exact le_rfl
    · exact (ht q h).le
  have hp : 0 < M t₀ p p := lt_of_lt_of_le hq hqp
  constructor
  · have h := tendsto_oneVector nhdsWithin_le_nhds hM hk hp hright p p
    rwa [oneVector_pivot hp] at h
  · have h := tendsto_oneVector nhdsWithin_le_nhds hM hk hq hleft p p
    have e : M t₀ p p - residual (M t₀) q p p = oneVector (M t₀) q p p := by
      simp [residual]
    rwa [e]

/-- At `t = 0`, pivoting on the second function leaves the residual diagonal `1 - c ^ 2`
on the first. -/
theorem residual_pairMatrix (c : ℝ) : residual (pairMatrix c 0) 1 0 0 = 1 - c ^ 2 := by
  have e00 : pairMatrix c 0 0 0 = 1 := by simp [pairMatrix]
  have e01 : pairMatrix c 0 0 1 = c := by simp [pairMatrix]
  have e11 : pairMatrix c 0 1 1 = 1 := by simp [pairMatrix]
  have h := pivot_mul_oneVector (M := pairMatrix c 0) (p := 1) (by rw [e11]; norm_num) 0 0
  rw [e11, e01] at h
  simp only [residual, Matrix.sub_apply]
  rw [e00]
  linear_combination -h

/-- For `|c| < 1` and any rule that pivots on a largest diagonal element, the first diagonal entry
of the one-vector approximation to `pairMatrix c t` tends to `1` from the right and to `c ^ 2` from
the left at `t = 0`. The jump is the residual diagonal discarded by the second pivot, and the entry
is discontinuous. -/
theorem pivoted_cholesky_discontinuous {c : ℝ} (hc : |c| < 1) {k : ℝ → Fin 2}
    (hk : ∀ t, IsLargestDiagonal (pairMatrix c t) (k t)) :
    Tendsto (fun t => oneVector (pairMatrix c t) (k t) 0 0) (𝓝[>] 0) (𝓝 1) ∧
    Tendsto (fun t => oneVector (pairMatrix c t) (k t) 0 0) (𝓝[<] 0) (𝓝 (c ^ 2)) ∧
    1 - c ^ 2 = residual (pairMatrix c 0) 1 0 0 ∧
    ¬ ContinuousAt (fun t => oneVector (pairMatrix c t) (k t) 0 0) 0 := by
  have hM : ∀ i j, ContinuousAt (fun t => pairMatrix c t i j) 0 := by
    intro i j
    fin_cases i <;> fin_cases j <;> simp [pairMatrix] <;> fun_prop
  have hright : ∀ᶠ t in 𝓝[>] (0 : ℝ), ∀ i, i ≠ (0 : Fin 2) →
      pairMatrix c t i i < pairMatrix c t 0 0 := by
    filter_upwards [self_mem_nhdsWithin] with t ht i hi
    have ht' : 0 < t := ht
    obtain rfl : i = 1 := by omega
    show 1 - t < 1 + t
    linarith
  have hleft : ∀ᶠ t in 𝓝[<] (0 : ℝ), ∀ i, i ≠ (1 : Fin 2) →
      pairMatrix c t i i < pairMatrix c t 1 1 := by
    filter_upwards [self_mem_nhdsWithin] with t ht i hi
    have ht' : t < 0 := ht
    obtain rfl : i = 0 := by omega
    show 1 + t < 1 - t
    linarith
  have e00 : pairMatrix c 0 0 0 = 1 := by simp [pairMatrix]
  have e11 : pairMatrix c 0 1 1 = 1 := by simp [pairMatrix]
  obtain ⟨hr, hl⟩ := jump_at_pivot_change hM hk (by rw [e11]; norm_num) hright hleft
  rw [e00] at hr
  rw [e00, residual_pairMatrix, sub_sub_cancel] at hl
  refine ⟨hr, hl, (residual_pairMatrix c).symm, fun hcont => ?_⟩
  -- continuity would force the two one-sided limits to agree
  have h1 := tendsto_nhds_unique hr (hcont.tendsto.mono_left nhdsWithin_le_nhds)
  have h2 := tendsto_nhds_unique hl (hcont.tendsto.mono_left nhdsWithin_le_nhds)
  have h3 := abs_lt.1 hc
  nlinarith [h3.1, h3.2]

/-- With a largest-diagonal pivot, the trace of the residual of `pairMatrix c t` is
`1 - |t| - c ^ 2 / (1 + |t|)`. -/
theorem trace_residual (c : ℝ) {t : ℝ} {p : Fin 2}
    (hp : IsLargestDiagonal (pairMatrix c t) p) :
    (residual (pairMatrix c t) p).trace = 1 - |t| - c ^ 2 / (1 + |t|) := by
  have e00 : pairMatrix c t 0 0 = 1 + t := by simp [pairMatrix]
  have e01 : pairMatrix c t 0 1 = c := by simp [pairMatrix]
  have e10 : pairMatrix c t 1 0 = c := by simp [pairMatrix]
  have e11 : pairMatrix c t 1 1 = 1 - t := by simp [pairMatrix]
  obtain rfl | rfl : p = 0 ∨ p = 1 := by omega
  · have h : pairMatrix c t 1 1 ≤ pairMatrix c t 0 0 := hp 1
    rw [e00, e11] at h
    have ht : 0 ≤ t := by linarith
    have hpos : 0 < pairMatrix c t 0 0 := by rw [e00]; linarith
    have h1 := pivot_mul_oneVector hpos 1 1
    rw [e00, e10] at h1
    have hne : 1 + t ≠ 0 := by positivity
    have hx : oneVector (pairMatrix c t) 0 1 1 = c ^ 2 / (1 + t) := by
      rw [eq_div_iff hne]
      linear_combination h1
    rw [Matrix.trace_fin_two, abs_of_nonneg ht]
    simp only [residual, Matrix.sub_apply]
    rw [oneVector_pivot hpos, hx, e00, e11]
    ring
  · have h : pairMatrix c t 0 0 ≤ pairMatrix c t 1 1 := hp 0
    rw [e00, e11] at h
    have ht : t ≤ 0 := by linarith
    have hpos : 0 < pairMatrix c t 1 1 := by rw [e11]; linarith
    have h1 := pivot_mul_oneVector hpos 0 0
    rw [e11, e01] at h1
    have hne : 1 - t ≠ 0 := by
      intro h0
      linarith
    have hx : oneVector (pairMatrix c t) 1 0 0 = c ^ 2 / (1 - t) := by
      rw [eq_div_iff hne]
      linear_combination h1
    rw [Matrix.trace_fin_two, abs_of_nonpos ht, ← sub_eq_add_neg]
    simp only [residual, Matrix.sub_apply]
    rw [oneVector_pivot hpos, hx, e00, e11]
    ring

/-- With largest-diagonal pivoting, the trace of the residual of `pairMatrix c t` is a continuous
function of `t`. -/
theorem continuous_trace_residual (c : ℝ) {k : ℝ → Fin 2}
    (hk : ∀ t, IsLargestDiagonal (pairMatrix c t) (k t)) :
    Continuous (fun t => (residual (pairMatrix c t) (k t)).trace) := by
  have e : (fun t => (residual (pairMatrix c t) (k t)).trace) =
      fun t => 1 - |t| - c ^ 2 / (1 + |t|) := funext fun t => trace_residual c (hk t)
  rw [e]
  exact (continuous_const.sub continuous_abs).sub
    (continuous_const.div (continuous_const.add continuous_abs)
      (fun t => (by positivity : (1 : ℝ) + |t| ≠ 0)))

/-- For `pairMatrix c t`, choosing the first function for `t ≥ 0` and the second for `t < 0` always
pivots on a largest diagonal element. -/
theorem largest_pivot_witness (c t : ℝ) :
    IsLargestDiagonal (pairMatrix c t) (if 0 ≤ t then 0 else 1) := by
  intro i
  by_cases ht : 0 ≤ t
  · rw [if_pos ht]
    obtain rfl | rfl : i = 0 ∨ i = 1 := by omega
    · exact le_rfl
    · show 1 - t ≤ 1 + t
      linarith
  · rw [if_neg ht]
    obtain rfl | rfl : i = 0 ∨ i = 1 := by omega
    · show 1 + t ≤ 1 - t
      linarith
    · exact le_rfl

end

end CholeskyPivotJump
```

```lean
#print axioms CholeskyPivotJump.pivoted_cholesky_discontinuous
#print axioms CholeskyPivotJump.continuous_trace_residual
```

```
'CholeskyPivotJump.pivoted_cholesky_discontinuous' depends on axioms: [propext, Classical.choice, Quot.sound]
'CholeskyPivotJump.continuous_trace_residual' depends on axioms: [propext, Classical.choice, Quot.sound]
```

## From a fixed pivot to the discontinuity

**The algebra of one vector.** `pivot_mul_oneVector` proves $M_{pp}A^{(p)}_{ij}=M_{ip}M_{jp}$ by combining the two square roots in the denominator into $M_{pp}$. Setting $i=j=p$ and cancelling $M_{pp}$ gives `oneVector_pivot`, the exact reproduction of the pivot diagonal.

**The limit on one side.** `tendsto_oneVector` first holds the pivot fixed at $p$. The step `hfix` assembles the limit of the approximation from the limits of the matrix entries and of the square root. The proof then shows that the rule really does choose $p$ near $t_0$: if $k(t)\neq p$, the strict maximum gives $M_{kk}<M_{pp}$, while the pivot rule gives $M_{pp}\le M_{kk}$. The two functions of $t$ therefore agree close to $t_0$ on the side considered, and `congr'` transfers the limit.

**The jump.** `jump_at_pivot_change` obtains the positivity of $M_{pp}(t_0)$ by passing to the limit in an inequality, with `le_of_tendsto_of_tendsto`. It then applies the one-sided lemma twice, with pivot $p$ on the right and pivot $q$ on the left, and rewrites the two limits as in the derivation above.

**The two-by-two case.** `residual_pairMatrix` computes $1-c^2$. The main theorem checks that the entries of $M(t)$ are continuous and that the strict maximum is at 0 for $t>0$ and at 1 for $t<0$, and then uses the general result. For the discontinuity, `tendsto_nhds_unique` equates each one-sided limit with the supposed value at 0. The final `nlinarith` refutes $c^2=1$ from $-1<c<1$.

**The trace.** `trace_residual` splits on the pivot. Pivot 0 forces $t\ge0$ and pivot 1 forces $t\le0$, which settles the sign in $|t|$; the tie $t=0$ is covered by both branches. `continuous_trace_residual` replaces the trace by this formula, whose denominator $1+|t|$ is always positive.

**An explicit rule.** `largest_pivot_witness` verifies that choosing 0 for $t\ge0$ and 1 for $t<0$ always selects a largest diagonal element. Pivot rules of the kind required by `hk` therefore exist for every $c$.
